# The radial function r exp(−r/a) of a shallow Coulomb centre is an s-wave eigenfunction only for a = ε/m and E = −m/(2ε²)

The theorem `eigenfunction_iff` concerns one particle of effective mass m, bound to a Coulomb centre in a medium of dielectric constant ε, in atomic units. For positive m, ε and a, it states that the unnormalised radial function u(r) = r exp(−r/a) satisfies −u''/(2m) − u/(εr) = Eu at every r > 0 if and only if a = ε/m and E = −m/(2ε²). For the forward direction, the proof cancels the exponential, which leaves an identity between functions linear in r, and evaluates it at r = 1 and r = 2 to find a and E. For the converse, it puts the two values back into the equation.

An attempt in Lean 4 with a fault in it:

```lean
import Mathlib

open MeasureTheory Set
open scoped Real

namespace EigenfunctionIff

noncomputable section

/-- The exponential envelope `exp (-r/a)` of a shallow centre, for a radius `a ≠ 0`. -/
def envelope (a r : ℝ) : ℝ := Real.exp (-r / a)

/-- The radial function `u(r) = r exp (-r/a)` of the envelope, for `a ≠ 0`. -/
def radialFunction (a r : ℝ) : ℝ := r * envelope a r

/-- The s-wave effective-mass Hamiltonian `-u''/(2m) - u/(ε r)` in atomic units, with
effective mass `m ≠ 0` and dielectric constant `ε ≠ 0`, at a distance `r ≠ 0`. -/
def radialHamiltonian (m ε : ℝ) (u : ℝ → ℝ) (r : ℝ) : ℝ :=
  -(deriv (deriv u) r) / (2 * m) - u r / (ε * r)

/-- The slope of the envelope is `-1/a` times the envelope. -/
theorem hasDerivAt_envelope (a r : ℝ) :
    HasDerivAt (envelope a) (-envelope a r / a) r := by
  have h : HasDerivAt (fun x : ℝ => -x / a) (-1 / a) r :=
    (hasDerivAt_id' r).fun_neg.div_const a
  exact h.exp.congr_deriv (by unfold envelope; ring)

/-- Away from the origin, the Hamiltonian multiplies the envelope by a constant plus a term
linear in `r` when it acts on `r exp (-r/a)`. -/
theorem radialHamiltonian_apply (m ε a : ℝ) {r : ℝ} (hr : r ≠ 0) :
    radialHamiltonian m ε (radialFunction a) r =
      (1 / (m * a) - 1 / ε - r / (2 * m * a ^ 2)) * envelope a r := by
  have h1 : deriv (radialFunction a) = fun x => (1 - x / a) * envelope a x := by
    funext x
    have h : HasDerivAt (radialFunction a) (1 * envelope a x + x * (-envelope a x / a)) x :=
      (hasDerivAt_id' x).fun_mul (hasDerivAt_envelope a x)
    rw [h.deriv]
    ring
  have h2 := (((hasDerivAt_id' r).div_const a).const_sub 1).fun_mul (hasDerivAt_envelope a r)
  -- the Coulomb singularity is cancelled by the factor r in u
  have h3 : r * envelope a r / (ε * r) = envelope a r / ε := by
    rw [mul_comm ε r, mul_div_mul_left _ _ hr]
  unfold radialHamiltonian
  rw [h1, h2.deriv, radialFunction, h3]
  ring

/-- For positive `m`, `ε`, `a`, the function `r exp (-r/a)` solves the radial Schrödinger
equation with energy `E` exactly when `a = ε/m` and `E = -m/(2ε²)`. -/
theorem eigenfunction_iff {m ε a : ℝ} (hm : 0 < m) (hε : 0 < ε) (ha : 0 < a) (E : ℝ) :
    (∀ r > 0, radialHamiltonian m ε (radialFunction a) r = E * radialFunction a r) ↔
      a = ε / m ∧ E = -m / (2 * ε ^ 2) := by
  constructor
  · intro h
    have key : ∀ r > 0, 1 / (m * a) - 1 / ε - r / (2 * m * a ^ 2) = E * r := by
      intro r hr
      have hpos : envelope a r ≠ 0 := (Real.exp_pos _).ne'
      exact mul_right_cancel₀ hpos
        (((radialHamiltonian_apply m ε a hr.ne').symm.trans (h r hr)).trans
          (by unfold radialFunction; ring))
    -- two distances determine the two unknowns
    have k1 := key 1 one_pos
    have k2 := key 2 two_pos
    have hc : 1 / (m * a) = 1 / ε := by linarith
    have hE : E = -(1 / (2 * m * a ^ 2)) := by linarith
    have hma : ε = m * a := by
      rw [← one_div_one_div ε, ← hc, one_div_one_div]
    subst hma
    refine ⟨?_, ?_⟩
    · rw [eq_div_iff hm.ne', mul_comm]
    · rw [hE]
      field_simp
  · rintro ⟨h, rfl⟩ r hr
    have hma : ε = m * a := by
      rw [h, mul_div_cancel₀ _ hm.ne']
    have hc : 1 / (m * a) - 1 / ε - r / (2 * m * a ^ 2) = -m / (2 * ε ^ 2) * r := by
      rw [hma, sub_self, zero_sub]
      field_simp
    rw [radialHamiltonian_apply m ε a hr.ne', hc, radialFunction]
    ring

end

end EigenfunctionIff
```

Messages:

```
Main.lean:63:40: error: linarith failed to find a contradiction
case h1
m ε a : ℝ
hm : 0 < m
hε : 0 < ε
ha : 0 < a
E : ℝ
h : ∀ r > 0, radialHamiltonian m ε (radialFunction a) r = E * radialFunction a r
key : ∀ r > 0, 1 / (m * a) - 1 / ε - r / (2 * m * a ^ 2) = E * r
k1 : 1 / (m * a) - 1 / ε - 1 / (2 * m * a ^ 2) = E * 1
k2 : 1 / (m * a) - 1 / ε - 2 / (2 * m * a ^ 2) = E * 2
a✝ : 1 / (m * a) < 1 / ε
⊢ False
failed
```

As a diff, the version that Lean accepts:

```diff
@@ -61,5 +61,5 @@
     have k1 := key 1 one_pos
     have k2 := key 2 two_pos
-    have hc : 1 / (m * a) = 1 / ε := by linarith
+    have hc : 1 / (m * a) = 1 / ε := by linear_combination 2 * k1 - k2
     have hE : E = -(1 / (2 * m * a ^ 2)) := by linarith
     have hma : ε = m * a := by
```

What went wrong. The error is in the proof of `hc`, the step that gets `1 / (m * a) = 1 / ε` from `k1` and `k2`. To prove an equality, `linarith` proves two inequalities, and the message shows the first of them failing, with its negation `1 / (m * a) < 1 / ε` among the hypotheses.

The equality does follow: twice `k1` minus `k2` removes both `E` and the term in `a ^ 2`. But this needs `2 / (2 * m * a ^ 2)` to be recognised as twice `1 / (2 * m * a ^ 2)`. The denominator is not a numeral, and `linarith` treats the two quotients as unrelated atoms, so for it the terms don't cancel.

The repair, `linear_combination 2 * k1 - k2`, states the combination explicitly and leaves the check to `ring1`. That tactic writes division as multiplication by an inverse and brings out the numerical factors, so the two quotients cancel. The next line can keep its `linarith`, since `hE` follows from `hc` and `k1`, where only `1 / (2 * m * a ^ 2)` occurs.
